# A finite-valued convex functional on ℝⁿ is recovered from its energies, with a maximising potential at every density

If a density functional cannot be recovered from its ground-state energies, computing it by optimising over potentials gives too low a value at some densities. I have a functional \(F\) of a density \(r\in\mathbb R^n\), one component per lattice site, and the energies \(E(v)=\inf_r\,(F(r)+\langle v,r\rangle)\) with \(\langle v,r\rangle=\sum_i v_i r_i\). To get \(F(\rho)\) back at a given density \(\rho\), I maximise \(E(v)-\langle v,\rho\rangle\) over \(v\). For one site and \(F(r)=(r^2-1)^2\) this gives 0 at \(\rho=0\), although \(F(0)=1\). Does convexity of \(F\) repair this, and is there then always a potential that attains the maximum, even where \(F\) has a kink?

## Convexity supplies a potential that makes ρ a minimiser

Yes to both, provided that \(F\) is finite on all of \(\mathbb R^n\). One half needs no convexity: \(E(v)\le F(\rho)+\langle v,\rho\rangle\) by definition of the infimum, so \(E(v)-\langle v,\rho\rangle\le F(\rho)\). Equality holds exactly when \(\rho\) minimises \(F(r)+\langle v,r\rangle\). In your example, \(r=\pm1\) give \(E(v)\le-|v|\), so the maximum at \(\rho=0\) is \(E(0)=0\), and no potential makes the top of the barrier a minimiser. Smoothness of \(F\) and finite energies for all \(v\) therefore do not replace convexity.

For convex \(F\), such a potential comes from the slopes of \(F\) at \(\rho\). Define the steepness along \(x\) as
\[
p(x)=\inf_{t>0}\frac{F(\rho+tx)-F(\rho)}{t}.
\]

**The infimum is finite.** Since \(\rho=\frac{1}{1+t}(\rho+tx)+\frac{t}{1+t}(\rho-x)\), convexity gives \((1+t)F(\rho)\le F(\rho+tx)+tF(\rho-x)\). Rearranged, every quotient is at least \(F(\rho)-F(\rho-x)\).

**It scales.** For \(c>0\), substituting \(u=tc\) in the quotient along \(cx\) gives \(p(cx)=c\,p(x)\).

**It is subadditive.** For \(s,t>0\) put \(u=st/(s+t)\). Then
\[
\tfrac{t}{s+t}(\rho+sx)+\tfrac{s}{s+t}(\rho+ty)=\rho+u(x+y).
\]
Apply convexity, subtract \(F(\rho)\) and divide by \(u\):
\[
p(x+y)\le\frac{F(\rho+sx)-F(\rho)}{s}+\frac{F(\rho+ty)-F(\rho)}{t}.
\]
Taking the infimum over \(t\) and then over \(s\) gives \(p(x+y)\le p(x)+p(y)\).

**A linear functional fits below.** By the Hahn-Banach theorem there is a linear \(g\) with \(g(x)\le p(x)\) for all \(x\). With \(x=r-\rho\) and \(t=1\), this gives \(g(r)-g(\rho)\le F(r)-F(\rho)\). Set \(v_i=-g(e_i)\), where \(e_i\) is the \(i\)-th unit vector, so that \(\langle v,r\rangle=-g(r)\). Then
\[
F(\rho)+\langle v,\rho\rangle\le F(r)+\langle v,r\rangle\quad\text{for all } r,
\]
and this \(v\) attains the maximum. At a kink several \(g\) may fit, and any of them will do.

**The converse.** Suppose that the maximum formula holds at every density. Let \(z=ax+by\) with \(a,b\ge0\) and \(a+b=1\), and let \(v\) be optimal at \(z\). Then \(F(z)+\langle v,z\rangle\) is at most \(F(x)+\langle v,x\rangle\) and at most \(F(y)+\langle v,y\rangle\). Weighting these bounds by \(a\) and \(b\) and adding cancels the potential terms and leaves \(F(z)\le aF(x)+bF(y)\).

Here is the whole argument in Lean.

```lean
import Mathlib

open Matrix

namespace FenchelMoreau

noncomputable section

variable {ι : Type*}

/-- The steepness of `F` at the density `ρ` along `x`: the infimum over step lengths `t > 0` of
the difference quotient. It is meant for functionals whose quotients are bounded below. -/
def steepness (F : (ι → ℝ) → ℝ) (ρ x : ι → ℝ) : ℝ :=
  ⨅ t : Set.Ioi (0 : ℝ), (F (ρ + (t : ℝ) • x) - F ρ) / (t : ℝ)

/-- For a convex functional, the difference quotients along `x` with positive step are bounded below
by `F(ρ) - F(ρ - x)`, the change of `F` from `ρ - x` to `ρ`. -/
theorem quotient_bound {F : (ι → ℝ) → ℝ} (hF : ConvexOn ℝ Set.univ F) (ρ x : ι → ℝ)
    {t : ℝ} (ht : 0 < t) : F ρ - F (ρ - x) ≤ (F (ρ + t • x) - F ρ) / t := by
  obtain ⟨a, ha0, ha⟩ : ∃ a : ℝ, 0 < a ∧ a * (1 + t) = 1 :=
    ⟨(1 + t)⁻¹, by positivity, inv_mul_cancel₀ (by positivity)⟩
  -- `ρ` is a mixture of the forward and the backward point
  have e : a • (ρ + t • x) + (t * a) • (ρ - x) = ρ := by
    ext i
    simp only [Pi.add_apply, Pi.smul_apply, Pi.sub_apply, smul_eq_mul]
    linear_combination ρ i * ha
  have h := hF.2 (Set.mem_univ (ρ + t • x)) (Set.mem_univ (ρ - x)) ha0.le
    (mul_pos ht ha0).le (by linear_combination ha)
  rw [e] at h
  simp only [smul_eq_mul] at h
  have h2 := mul_le_mul_of_nonneg_left h (show (0 : ℝ) ≤ 1 + t by positivity)
  have e2 : (1 + t) * (a * F (ρ + t • x) + t * a * F (ρ - x))
      = F (ρ + t • x) + t * F (ρ - x) := by
    linear_combination (F (ρ + t • x) + t * F (ρ - x)) * ha
  rw [e2] at h2
  rw [le_div_iff₀ ht]
  linarith

/-- For a convex functional, the steepness lies below every difference quotient with
positive step. -/
theorem steepness_le {F : (ι → ℝ) → ℝ} (hF : ConvexOn ℝ Set.univ F) (ρ x : ι → ℝ)
    {t : ℝ} (ht : 0 < t) : steepness F ρ x ≤ (F (ρ + t • x) - F ρ) / t :=
  ciInf_le (f := fun s : Set.Ioi (0 : ℝ) => (F (ρ + (s : ℝ) • x) - F ρ) / (s : ℝ))
    ⟨F ρ - F (ρ - x), by rintro _ ⟨s, rfl⟩; exact quotient_bound hF ρ x s.2⟩ ⟨t, ht⟩

/-- A common lower bound of all difference quotients with positive step is a lower bound of
the steepness. -/
theorem le_steepness {F : (ι → ℝ) → ℝ} {ρ x : ι → ℝ} {c : ℝ}
    (h : ∀ t : ℝ, 0 < t → c ≤ (F (ρ + t • x) - F ρ) / t) : c ≤ steepness F ρ x := by
  have : Nonempty (Set.Ioi (0 : ℝ)) := ⟨⟨1, Set.mem_Ioi.2 one_pos⟩⟩
  exact le_ciInf fun t => h t t.2

/-- For a convex functional, the steepness scales with the length of the direction. -/
theorem steepness_smul {F : (ι → ℝ) → ℝ} (hF : ConvexOn ℝ Set.univ F) (ρ : ι → ℝ)
    (c : ℝ) (hc : 0 < c) (x : ι → ℝ) : steepness F ρ (c • x) = c * steepness F ρ x := by
  have key : ∀ (d : ℝ), 0 < d → ∀ y : ι → ℝ,
      steepness F ρ (d • y) ≤ d * steepness F ρ y := by
    intro d hd y
    rw [← div_le_iff₀' hd]
    refine le_steepness fun t ht => ?_
    have h := steepness_le hF ρ (d • y) (div_pos ht hd)
    have e : t / d * d = t := by field_simp
    rw [smul_smul, e, div_div_eq_mul_div] at h
    rw [div_le_iff₀ hd, div_mul_eq_mul_div]
    exact h
  refine le_antisymm (key c hc x) ?_
  -- the reverse bound is the same one for the inverse scaling
  have h := key c⁻¹ (inv_pos.2 hc) (c • x)
  rw [inv_smul_smul₀ hc.ne'] at h
  calc c * steepness F ρ x ≤ c * (c⁻¹ * steepness F ρ (c • x)) :=
        mul_le_mul_of_nonneg_left h hc.le
    _ = steepness F ρ (c • x) := mul_inv_cancel_left₀ hc.ne' _

/-- For a convex functional, the steepness along a sum of two directions is at most the sum of
the two steepnesses. -/
theorem steepness_add_le {F : (ι → ℝ) → ℝ} (hF : ConvexOn ℝ Set.univ F) (ρ x y : ι → ℝ) :
    steepness F ρ (x + y) ≤ steepness F ρ x + steepness F ρ y := by
  have key : ∀ s : ℝ, 0 < s → ∀ t : ℝ, 0 < t → steepness F ρ (x + y) ≤
      (F (ρ + s • x) - F ρ) / s + (F (ρ + t • y) - F ρ) / t := by
    intro s hs t ht
    obtain ⟨a, ha0, ha⟩ : ∃ a : ℝ, 0 < a ∧ a * (s + t) = 1 :=
      ⟨(s + t)⁻¹, by positivity, inv_mul_cancel₀ (by positivity)⟩
    -- a mixture of the two displaced densities is displaced along `x + y`
    have e : (t * a) • (ρ + s • x) + (s * a) • (ρ + t • y) = ρ + (s * t * a) • (x + y) := by
      ext i
      simp only [Pi.add_apply, Pi.smul_apply, smul_eq_mul]
      linear_combination ρ i * ha
    have h := hF.2 (Set.mem_univ (ρ + s • x)) (Set.mem_univ (ρ + t • y))
      (mul_pos ht ha0).le (mul_pos hs ha0).le (by linear_combination ha)
    rw [e] at h
    simp only [smul_eq_mul] at h
    have hu : 0 < s * t * a := by positivity
    refine (steepness_le hF ρ (x + y) hu).trans ?_
    have hp : (F (ρ + s • x) - F ρ) / s * s = F (ρ + s • x) - F ρ := by field_simp
    have hq : (F (ρ + t • y) - F ρ) / t * t = F (ρ + t • y) - F ρ := by field_simp
    have e2 : ((F (ρ + s • x) - F ρ) / s + (F (ρ + t • y) - F ρ) / t) * (s * t * a)
        = t * a * F (ρ + s • x) + s * a * F (ρ + t • y) - F ρ := by
      linear_combination (t * a) * hp + (s * a) * hq - F ρ * ha
    rw [div_le_iff₀ hu, e2]
    linarith
  have h : steepness F ρ (x + y) - steepness F ρ y ≤ steepness F ρ x := by
    refine le_steepness fun s hs => ?_
    have h' : steepness F ρ (x + y) - (F (ρ + s • x) - F ρ) / s ≤ steepness F ρ y :=
      le_steepness fun t ht => by linarith [key s hs t ht]
    linarith
  linarith

variable [Fintype ι]

/-- The potential `v` has finite energy: `F(r) + ⟨v,r⟩` is bounded below over all `r`. -/
def FiniteEnergy (F : (ι → ℝ) → ℝ) (v : ι → ℝ) : Prop :=
  BddBelow (Set.range fun r => F r + v ⬝ᵥ r)

/-- The energy `E(v) = inf_r (F(r) + ⟨v,r⟩)`, for potentials `v` of finite energy. -/
def energy (F : (ι → ℝ) → ℝ) (v : ι → ℝ) : ℝ := ⨅ r, (F r + v ⬝ᵥ r)

/-- The values `E(v) - ⟨v,ρ⟩`, with `v` running over the potentials of finite energy. -/
def dualValues (F : (ι → ℝ) → ℝ) (ρ : ι → ℝ) : Set ℝ :=
  {x | ∃ v, FiniteEnergy F v ∧ x = energy F v - v ⬝ᵥ ρ}

/-- For a convex functional, every density `ρ` minimises `F(r) + ⟨v,r⟩` for some
potential `v`. -/
theorem exists_potential {F : (ι → ℝ) → ℝ} (hF : ConvexOn ℝ Set.univ F) (ρ : ι → ℝ) :
    ∃ v : ι → ℝ, ∀ r, F ρ + v ⬝ᵥ ρ ≤ F r + v ⬝ᵥ r := by
  classical
  -- Hahn-Banach: a linear functional below the steepness
  obtain ⟨g, -, hg⟩ := exists_extension_of_le_sublinear
    (⟨⊥, 0⟩ : (ι → ℝ) →ₗ.[ℝ] ℝ) (steepness F ρ) (steepness_smul hF ρ)
    (steepness_add_le hF ρ) (by
      rintro ⟨x, hx⟩
      have h0 : x = 0 := (Submodule.mem_bot ℝ).1 hx
      subst h0
      show (0 : ℝ) ≤ steepness F ρ 0
      exact le_steepness fun t _ => by simp)
  -- its negative, written in components, is the potential
  have hv : ∀ r : ι → ℝ, (fun i => -g (fun j => if i = j then 1 else 0)) ⬝ᵥ r = -g r := by
    intro r
    rw [LinearMap.pi_apply_eq_sum_univ g r]
    simp only [dotProduct, smul_eq_mul, ← Finset.sum_neg_distrib]
    exact Finset.sum_congr rfl fun i _ => by ring
  refine ⟨fun i => -g (fun j => if i = j then 1 else 0), fun r => ?_⟩
  have h := (hg (r - ρ)).trans (steepness_le hF ρ (r - ρ) one_pos)
  rw [one_smul, add_sub_cancel, div_one, map_sub] at h
  rw [hv, hv]
  linarith

/-- A potential `v` has finite energy and satisfies `E(v) - ⟨v,ρ⟩ = F(ρ)` exactly when `ρ`
minimises `F(r) + ⟨v,r⟩`. -/
theorem optimal_iff (F : (ι → ℝ) → ℝ) (v ρ : ι → ℝ) :
    (FiniteEnergy F v ∧ energy F v - v ⬝ᵥ ρ = F ρ) ↔
      ∀ r, F ρ + v ⬝ᵥ ρ ≤ F r + v ⬝ᵥ r := by
  constructor
  · rintro ⟨hv, hE⟩ r
    have h : energy F v ≤ F r + v ⬝ᵥ r := ciInf_le hv r
    linarith
  · intro h
    have hv : FiniteEnergy F v := ⟨F ρ + v ⬝ᵥ ρ, by rintro _ ⟨r, rfl⟩; exact h r⟩
    have h1 : energy F v ≤ F ρ + v ⬝ᵥ ρ := ciInf_le hv ρ
    have h2 : F ρ + v ⬝ᵥ ρ ≤ energy F v := le_ciInf h
    exact ⟨hv, by linarith⟩

/-- Fenchel-Moreau theorem for a real-valued convex functional: `F(ρ)` is the maximum of
`E(v) - ⟨v,ρ⟩` over the potentials `v` of finite energy. -/
theorem fenchel_moreau {F : (ι → ℝ) → ℝ} (hF : ConvexOn ℝ Set.univ F) (ρ : ι → ℝ) :
    IsGreatest (dualValues F ρ) (F ρ) := by
  constructor
  · obtain ⟨v, hv⟩ := exists_potential hF ρ
    obtain ⟨hfin, hE⟩ := (optimal_iff F v ρ).2 hv
    exact ⟨v, hfin, hE.symm⟩
  · rintro _ ⟨v, hv, rfl⟩
    have h : energy F v ≤ F ρ + v ⬝ᵥ ρ := ciInf_le hv ρ
    linarith

/-- A real-valued functional is convex exactly when, at every density `ρ`, `F(ρ)` is the maximum
of `E(v) - ⟨v,ρ⟩` over the potentials `v` of finite energy. -/
theorem convex_iff_fenchel_moreau (F : (ι → ℝ) → ℝ) :
    ConvexOn ℝ Set.univ F ↔ ∀ ρ, IsGreatest (dualValues F ρ) (F ρ) := by
  refine ⟨fun hF ρ => fenchel_moreau hF ρ, fun h => ⟨convex_univ, ?_⟩⟩
  intro x _ y _ a b ha hb hab
  -- take the optimal potential at the mixture and compare with both end points
  obtain ⟨v, hv, hE⟩ := (h (a • x + b • y)).1
  have hs := (optimal_iff F v (a • x + b • y)).1 ⟨hv, hE.symm⟩
  have hx := mul_le_mul_of_nonneg_left (hs x) ha
  have hy := mul_le_mul_of_nonneg_left (hs y) hb
  have e : a * (F (a • x + b • y) + v ⬝ᵥ (a • x + b • y))
      + b * (F (a • x + b • y) + v ⬝ᵥ (a • x + b • y))
      = F (a • x + b • y) + v ⬝ᵥ (a • x + b • y) := by
    rw [← add_mul, hab, one_mul]
  have d : v ⬝ᵥ (a • x + b • y) = a * (v ⬝ᵥ x) + b * (v ⬝ᵥ y) := by
    rw [dotProduct_add, dotProduct_smul, dotProduct_smul, smul_eq_mul, smul_eq_mul]
  simp only [smul_eq_mul]
  linarith

end

end FenchelMoreau
```

```lean
#print axioms FenchelMoreau.convex_iff_fenchel_moreau
```

```
'FenchelMoreau.convex_iff_fenchel_moreau' depends on axioms: [propext, Classical.choice, Quot.sound]
```

In the code, `ι` is the finite set of sites, densities and potentials are functions `ι → ℝ`, and `v ⬝ᵥ r` is \(\langle v,r\rangle\). The hypothesis `ConvexOn ℝ Set.univ F` is convexity on the whole space; neither continuity nor differentiability is assumed. Physically, \(F(r)\) stands for the lowest kinetic plus interaction energy at the density \(r\), and convexity comes from allowing mixed states: a mixture of states has the mixed density and the mixed value of this energy, so its lowest value at the mixed density cannot exceed the mixture of the lowest values.

`FiniteEnergy F v` says that \(F(r)+\langle v,r\rangle\) is bounded below, and `dualValues F ρ` collects \(E(v)-\langle v,\rho\rangle\) for such \(v\) only. The restriction matters because Lean assigns the value 0 to a real infimum that is unbounded below, where a physicist would write \(-\infty\). `IsGreatest (dualValues F ρ) (F ρ)` then says that \(F(\rho)\) is an upper bound of these values and is itself one of them. The final theorem, `convex_iff_fenchel_moreau`, states that this holds at every density exactly when \(F\) is convex.

The sign convention is that of density-functional theory. In terms of the textbook conjugate \(F^*(y)=\sup_r(\langle y,r\rangle-F(r))\), one has \(E(v)=-F^*(-v)\). What the code calls `steepness` is, for convex \(F\), the usual one-sided directional derivative.

The name Fenchel-Moreau usually refers to lower semicontinuous convex functionals that may take the value \(+\infty\), with a supremum that need not be attained. That difference matters for your lattice: the exact functional is \(+\infty\) at densities that no state of the system has, whereas `F` here is finite at every vector, including those with negative components. The theorem does apply to a convex lattice functional that has been made finite everywhere, for instance by Moreau-Yosida regularisation, and there it guarantees an optimal potential \(v\) at each density \(\rho\). This potential belongs to the regularised functional: with the original functional as \(F\), \(\rho\) need not minimise \(F(r)+\langle v,r\rangle\).

The lemmas follow the derivation above. `quotient_bound` proves the lower bound on the quotients, with `linear_combination` checking that \(\rho\) is the stated mixture. `steepness_le` and `le_steepness` are the two defining properties of the infimum. `steepness_smul` first proves "≤" for an arbitrary positive factor and gets the reverse by applying it to \(c^{-1}\). `steepness_add_le` first fixes both step lengths, then takes the two infima in turn.

In `exists_potential`, the Hahn-Banach theorem `exists_extension_of_le_sublinear` extends the zero functional from the subspace \(\{0\}\), and `hv` turns \(-g\) into a vector of site potentials. `optimal_iff` is the equality condition, including finiteness of the energy. `fenchel_moreau` combines these two results for attainment and proves the upper bound with `ciInf_le`. The last theorem adds the converse, where `hx` and `hy` are the two weighted inequalities and `linarith` adds them.
